# The nonadditive potential of a hydrogenic 1s–2s mixture diverges at the 2s node as the 1s weight vanishes

Take a non-interacting hydrogenic ensemble, with nuclear charge 1, that has weight $w$ in the 1s state and $1-w$ in the 2s state. For $0<w\le1$ the square root $U$ of its weighted radial density obeys a radial Schrödinger equation for a single orbital, with a suitably modified potential. When $w$ is small the density is almost that of the 2s state, which vanishes at $r=2$ bohr, but the 1s admixture keeps it positive there. What potential makes one nodeless amplitude follow such a density?

In atomic units, require

$$-\tfrac12 U''+\left(-\tfrac1r+v\right)U=0,\qquad\text{so that}\qquad v=\frac{U''}{2U}+\frac1r .$$

Here this $v$ is called the nonadditive potential; it is not the nonadditive kinetic potential of subsystem density-functional theory. The energy is absorbed into it, so a single orbital of energy $\varepsilon$ gives the constant $v=-\varepsilon$ away from its nodes. At the node, for $0<w\le1$,

$$v(2)=\frac12+\frac{(1-w)e^2}{64w}.$$

```lean
import Mathlib

open Real Filter Topology

namespace EnsembleNodeBarrier

noncomputable section
```

## Orbitals, density and potential

The two normalised radial orbitals, each $r$ times the radial wavefunction, are explicit real functions. The first is $u_1=2re^{-r}$.

```lean
/-- The hydrogenic 1s radial orbital `2 r exp(-r)`, in atomic units. -/
def u1 (r : ℝ) : ℝ := 2 * r * exp (-r)
```

The second is $u_2=r(1-r/2)e^{-r/2}/\sqrt2$, with its node at $r=2$.

```lean
/-- The hydrogenic 2s radial orbital `r (1 - r/2) exp(-r/2) / √2`, in atomic units. -/
def u2 (r : ℝ) : ℝ := r * (1 - r / 2) * exp (-r / 2) / √2
```

For any two orbitals $f$ and $g$, the weighted radial density is $n=wf^2+(1-w)g^2$.

```lean
/-- The radial density of two orbitals `f` and `g` with weights `w` and `1 - w`. -/
def density (w : ℝ) (f g : ℝ → ℝ) (r : ℝ) : ℝ := w * f r ^ 2 + (1 - w) * g r ^ 2
```

The amplitude is $U=\sqrt n$.

```lean
/-- The density amplitude `U`, the square root of the weighted density. -/
def amplitude (w : ℝ) (f g : ℝ → ℝ) (r : ℝ) : ℝ := √(density w f g r)
```

The potential is written with the iterated derivative of $U$. Lean's `deriv` returns zero where a derivative does not exist, so the results below also establish that the derivatives exist. The definition accepts all real `w` and `r`; the physical restrictions enter as hypotheses of the theorems.

```lean
/-- The nonadditive potential `U''/(2U) + 1/r` of the 1s and 2s orbitals,
meant for `r > 0` and `0 < w ≤ 1`. -/
def nonadditivePotential (w r : ℝ) : ℝ :=
  deriv (deriv (amplitude w u1 u2)) r / (2 * amplitude w u1 u2 r) + 1 / r
```

## Slope and curvature of the amplitude

Differentiating $n$ gives $n'=2S$, where $S=wff'+(1-w)gg'$. Where $n>0$, the chain rule for the square root gives

$$U'=\frac{n'}{2U}=\frac SU .$$

In Lean, `HasDerivAt f a r` says that $f$ is differentiable at $r$ with derivative $a$.

```lean
/-- Where the density is positive and `f` and `g` are differentiable, the slope of the amplitude is
`(w f f' + (1-w) g g') / U`. -/
theorem hasDerivAt_amplitude {w r a b : ℝ} {f g : ℝ → ℝ}
    (hf : HasDerivAt f a r) (hg : HasDerivAt g b r) (hn : 0 < density w f g r) :
    HasDerivAt (amplitude w f g)
      ((w * f r * a + (1 - w) * g r * b) / amplitude w f g r) r := by
  have h : HasDerivAt (density w f g) (2 * (w * f r * a + (1 - w) * g r * b)) r := by
    have e : density w f g = fun x => w * (f x * f x) + (1 - w) * (g x * g x) := by
      funext x
      simp only [density]
      ring
    rw [e]
    exact (((hf.fun_mul hf).const_mul w).fun_add
      ((hg.fun_mul hg).const_mul (1 - w))).congr_deriv (by ring)
  exact (h.sqrt hn.ne').congr_deriv (mul_div_mul_left _ _ two_ne_zero)
```

A second differentiation gives $U''=S'/U-S^2/U^3$, with

$$S'=wff''+(1-w)gg''+wf'^2+(1-w)g'^2 .$$

Dividing by $U$ and using $U^2=n$,

$$\frac{U''}{U}=\frac{wff''+(1-w)gg''}{n}+\frac{n\,(wf'^2+(1-w)g'^2)-S^2}{n^2}.$$

Expanding the last numerator, the terms in $w^2$ and $(1-w)^2$ cancel, leaving $w(1-w)(fg'-gf')^2$. This is Lagrange's identity, and $fg'-gf'$ is the Wronskian.

The formula for $U'$ must hold in a neighbourhood of $r$ before it can be differentiated. The proof obtains this from the continuity of $n$, then applies the quotient rule and the identity above. Here `a` and `b` stand for $f''(r)$ and $g''(r)$.

```lean
/-- At a point where the density is positive and the slopes of `f` and `g` are differentiable, the
curvature of the amplitude of two everywhere differentiable orbitals is `U` times the
density-weighted orbital curvature plus a squared Wronskian term. -/
theorem hasDerivAt_deriv_amplitude {w r a b : ℝ} {f g f' g' : ℝ → ℝ}
    (hf : ∀ x, HasDerivAt f (f' x) x) (hg : ∀ x, HasDerivAt g (g' x) x)
    (hf' : HasDerivAt f' a r) (hg' : HasDerivAt g' b r) (hn : 0 < density w f g r) :
    HasDerivAt (deriv (amplitude w f g))
      (amplitude w f g r * ((w * f r * a + (1 - w) * g r * b) / density w f g r
        + w * (1 - w) * (f r * g' r - g r * f' r) ^ 2 / density w f g r ^ 2)) r := by
  have hU : 0 < amplitude w f g r := Real.sqrt_pos.2 hn
  have hsq : amplitude w f g r ^ 2 = density w f g r := Real.sq_sqrt hn.le
  have hsq' : amplitude w f g r ^ 2 = w * f r ^ 2 + (1 - w) * g r ^ 2 := hsq
  -- the density stays positive near r, so the first-derivative formula holds there
  have hc : ContinuousAt (density w f g) r := by
    have h1 := (hf r).continuousAt
    have h2 := (hg r).continuousAt
    exact ((h1.pow 2).const_mul w).add ((h2.pow 2).const_mul (1 - w))
  have hev : deriv (amplitude w f g) =ᶠ[𝓝 r]
      fun x => (w * f x * f' x + (1 - w) * g x * g' x) / amplitude w f g x := by
    filter_upwards [hc.tendsto.eventually (lt_mem_nhds hn)] with x hx
    exact (hasDerivAt_amplitude (hf x) (hg x) hx).deriv
  have key : ∀ T S A B u : ℝ, u ≠ 0 → T * u ^ 2 - S ^ 2 = A * u ^ 2 + B →
      (T * u - S * (S / u)) / u ^ 2 = u * (A / u ^ 2 + B / (u ^ 2) ^ 2) := by
    intro T S A B u hu h
    field_simp
    linear_combination h
  have hS := (((hf r).const_mul w).fun_mul hf').fun_add
    (((hg r).const_mul (1 - w)).fun_mul hg')
  refine HasDerivAt.congr_of_eventuallyEq ?_ hev
  refine (hS.fun_div (hasDerivAt_amplitude (hf r) (hg r) hn) hU.ne').congr_deriv ?_
  rw [← hsq]
  -- Lagrange's identity produces the squared Wronskian
  apply key _ _ _ _ _ hU.ne'
  linear_combination (w * f' r ^ 2 + (1 - w) * g' r ^ 2) * hsq'
```

## The radial equations

Both orbitals are polynomials of degree at most two times exponentials, so one rule covers all their derivatives:

$$\frac{d}{dx}\left[(a+bx+cx^2)e^{kx}\right]=\left[b+2cx+k(a+bx+cx^2)\right]e^{kx}.$$

```lean
/-- The derivative of a quadratic polynomial times an exponential. -/
theorem hasDerivAt_quad_exp (a b c k x : ℝ) :
    HasDerivAt (fun y => (a + b * y + c * y ^ 2) * exp (k * y))
      ((b + 2 * c * x + k * (a + b * x + c * x ^ 2)) * exp (k * x)) x := by
  have e : (fun y => (a + b * y + c * y ^ 2) * exp (k * y))
      = fun y => (a + b * y + c * (y * y)) * exp (k * y) := by
    funext y
    ring
  rw [e]
  have h := hasDerivAt_id' x
  exact ((((h.const_mul b).const_add a).fun_add ((h.fun_mul h).const_mul c)).fun_mul
    (h.const_mul k).exp).congr_deriv (by ring)
```

The 1s orbital has coefficients $(0,2,0)$ and $k=-1$.

```lean
private lemma u1_eq : u1 = fun y => (0 + 2 * y + 0 * y ^ 2) * exp (-1 * y) := by
  funext y
  rw [u1, show -1 * y = -y by ring]
  ring
```

The 2s orbital has coefficients $(0,1,-\tfrac12)/\sqrt2$ and $k=-\tfrac12$.

```lean
private lemma u2_eq : u2 = fun y =>
    (0 + (√2)⁻¹ * y + (-(√2)⁻¹ / 2) * y ^ 2) * exp (-1 / 2 * y) := by
  funext y
  rw [u2, show -1 / 2 * y = -y / 2 by ring]
  ring
```

The rule gives $u_1'=(2-2r)e^{-r}$.

```lean
private lemma deriv_u1 : deriv u1 = fun y => (2 + -2 * y + 0 * y ^ 2) * exp (-1 * y) := by
  funext y
  rw [u1_eq, (hasDerivAt_quad_exp _ _ _ _ y).deriv]
  ring
```

It also gives $u_2'=(1-\tfrac32r+\tfrac14r^2)e^{-r/2}/\sqrt2$.

```lean
private lemma deriv_u2 : deriv u2 = fun y =>
    ((√2)⁻¹ + (-3 / 2 * (√2)⁻¹) * y + ((√2)⁻¹ / 4) * y ^ 2) * exp (-1 / 2 * y) := by
  funext y
  rw [u2_eq, (hasDerivAt_quad_exp _ _ _ _ y).deriv]
  ring
```

Applying it again to the 1s slope, for $r\ne0$,

$$u_1''=(2r-4)e^{-r}=2\left(\tfrac12-\tfrac1r\right)u_1 ,$$

which is the radial Schrödinger equation with energy $-\tfrac12$.

```lean
/-- Away from the nucleus the 1s orbital obeys `u'' = 2 (1/2 - 1/r) u`. -/
theorem radial_u1 {r : ℝ} (hr : r ≠ 0) :
    HasDerivAt (deriv u1) (2 * (1 / 2 - 1 / r) * u1 r) r := by
  have h : r * r⁻¹ = 1 := mul_inv_cancel₀ hr
  rw [deriv_u1]
  refine (hasDerivAt_quad_exp _ _ _ _ r).congr_deriv ?_
  simp only [u1_eq]
  linear_combination 4 * exp (-1 * r) * h
```

For the 2s slope,

$$u_2''=\frac{-2+\tfrac54r-\tfrac18r^2}{\sqrt2}\,e^{-r/2}=2\left(\tfrac18-\tfrac1r\right)u_2 ,$$

with energy $-\tfrac18$.

```lean
/-- Away from the nucleus the 2s orbital obeys `u'' = 2 (1/8 - 1/r) u`. -/
theorem radial_u2 {r : ℝ} (hr : r ≠ 0) :
    HasDerivAt (deriv u2) (2 * (1 / 8 - 1 / r) * u2 r) r := by
  have h : r * r⁻¹ = 1 := mul_inv_cancel₀ hr
  rw [deriv_u2]
  refine (hasDerivAt_quad_exp _ _ _ _ r).congr_deriv ?_
  simp only [u2_eq]
  linear_combination (√2)⁻¹ * exp (-1 / 2 * r) * (2 - r) * h
```

## The Coulomb term cancels

Put these second derivatives into half the curvature formula. The Coulomb parts add up to $-(1/r)\,n/n=-1/r$, which cancels the $+1/r$ in $v$. What remains, for every $r>0$ and $0<w\le1$, is

$$v=\frac{\tfrac12wu_1^2+\tfrac18(1-w)u_2^2}{n}+\frac{w(1-w)(u_1u_2'-u_2u_1')^2}{2n^2}.$$

The first term is a density-weighted average of $\tfrac12$ and $\tfrac18$; the second is never negative. The proof first checks that $n>0$, which holds because $u_1>0$ and $w>0$. Its auxiliary statement `key` then carries out the cancellation.

```lean
/-- For `r > 0` and `0 < w ≤ 1` the nonadditive potential is the density-weighted average of
`1/2` and `1/8` plus a term in the squared Wronskian of the two orbitals. -/
theorem nonadditivePotential_eq {w r : ℝ} (hw : 0 < w) (hw1 : w ≤ 1) (hr : 0 < r) :
    nonadditivePotential w r =
      (w * u1 r ^ 2 / 2 + (1 - w) * u2 r ^ 2 / 8) / density w u1 u2 r
      + w * (1 - w) * (u1 r * deriv u2 r - u2 r * deriv u1 r) ^ 2
        / (2 * density w u1 u2 r ^ 2) := by
  have hn : 0 < density w u1 u2 r := by
    have h1 : 0 < u1 r := by
      unfold u1
      positivity
    have h2 := mul_pos hw (pow_pos h1 2)
    have h3 := mul_nonneg (sub_nonneg.2 hw1) (sq_nonneg (u2 r))
    unfold density
    linarith
  have d1 : ∀ x, HasDerivAt u1 (deriv u1 x) x := fun x => by
    have h : DifferentiableAt ℝ u1 x := by
      rw [u1_eq]
      exact (hasDerivAt_quad_exp _ _ _ _ x).differentiableAt
    exact h.hasDerivAt
  have d2 : ∀ x, HasDerivAt u2 (deriv u2 x) x := fun x => by
    have h : DifferentiableAt ℝ u2 x := by
      rw [u2_eq]
      exact (hasDerivAt_quad_exp _ _ _ _ x).differentiableAt
    exact h.hasDerivAt
  have key : ∀ U n A B C q : ℝ, U ≠ 0 → n ≠ 0 → A = 2 * C - 2 * q * n →
      U * (A / n + B / n ^ 2) / (2 * U) + q = C / n + B / (2 * n ^ 2) := by
    intro U n A B C q hU hn hA
    rw [hA]
    field_simp
    ring
  have hU : 0 < amplitude w u1 u2 r := Real.sqrt_pos.2 hn
  rw [nonadditivePotential,
    (hasDerivAt_deriv_amplitude d1 d2 (radial_u1 hr.ne') (radial_u2 hr.ne') hn).deriv]
  -- the radial equations cancel the Coulomb term
  apply key _ _ _ _ _ _ hU.ne' hn.ne'
  simp only [density]
  ring
```

## The value at the node

At $r=2$ the 2s orbital vanishes but its slope does not:

$$u_1(2)=4e^{-2},\qquad u_2(2)=0,\qquad u_2'(2)^2=\tfrac12e^{-2}.$$

Hence $n(2)=16we^{-4}$, and the squared Wronskian is $16e^{-4}\cdot\tfrac12e^{-2}=8e^{-6}$. The average reduces to $\tfrac12$, since only the 1s orbital contributes, and the Wronskian term is

$$\frac{8w(1-w)e^{-6}}{2\cdot256\,w^2e^{-8}}=\frac{(1-w)e^2}{64w}.$$

At $w=1$ this vanishes and $v(2)=\tfrac12$, as it should for a pure 1s state.

```lean
/-- At the 2s node `r = 2` the nonadditive potential equals `1/2 + (1-w) e²/(64 w)`,
for `0 < w ≤ 1`. -/
theorem nonadditivePotential_node {w : ℝ} (hw : 0 < w) (hw1 : w ≤ 1) :
    nonadditivePotential w 2 = 1 / 2 + (1 - w) * exp 2 / (64 * w) := by
  have h0 : u2 2 = 0 := by simp [u2]
  have h1 : u1 2 = 4 * exp (-2) := by
    unfold u1
    ring
  have hs : ((√2)⁻¹) ^ 2 = (1 / 2 : ℝ) := by
    rw [inv_pow, Real.sq_sqrt (by norm_num)]
    norm_num
  have hx : exp (-1 / 2 * 2) ^ 2 = exp (-2) := by
    rw [← Real.exp_nat_mul]
    norm_num
  -- the 2s slope survives at the node
  have h2 : deriv u2 2 ^ 2 = exp (-2) / 2 := by
    simp only [deriv_u2]
    linear_combination exp (-1 / 2 * 2) ^ 2 * hs + (1 / 2) * hx
  have e : (4 * exp (-2) * deriv u2 2 - 0 * deriv u1 2) ^ 2 = 8 * exp (-2) ^ 3 := by
    linear_combination 16 * exp (-2) ^ 2 * h2
  have hE : exp 2 = (exp (-2))⁻¹ := by rw [Real.exp_neg, inv_inv]
  have hpos : exp (-2) ≠ 0 := Real.exp_ne_zero _
  rw [nonadditivePotential_eq hw hw1 two_pos, density, h0, h1, e, hE]
  generalize exp (-2) = E at hpos
  have hw0 := hw.ne'
  field_simp
  ring
```

## The limit of vanishing 1s weight

The nodal value can be written as

$$v(2)=\left(\frac12-\frac{e^2}{64}\right)+\frac{e^2}{64}\,\frac1w ,$$

which grows without bound as $w\to0^+$. In Lean, `𝓝[>] 0` is the approach to zero from above and `atTop` is divergence to $+\infty$.

```lean
/-- The nonadditive potential at the 2s node diverges to `+∞` as `w` tends to `0` from above. -/
theorem tendsto_node_atTop :
    Tendsto (fun w => nonadditivePotential w 2) (𝓝[>] 0) atTop := by
  have h : Tendsto (fun w : ℝ => (1 / 2 - exp 2 / 64) + exp 2 / 64 * w⁻¹) (𝓝[>] 0) atTop :=
    tendsto_atTop_add_const_left _ _
      (tendsto_inv_nhdsGT_zero.const_mul_atTop (by positivity))
  refine h.congr' ?_
  filter_upwards [Ioo_mem_nhdsGT (zero_lt_one : (0 : ℝ) < 1)] with w hw
  rw [nonadditivePotential_node hw.1 hw.2.le]
  have hw0 : w ≠ 0 := hw.1.ne'
  field_simp
  ring
```

At any other fixed $r>0$, $u_2(r)\ne0$, so $n\to u_2^2>0$. The average then tends to $\tfrac18$ and the Wronskian term, which carries a factor $w$, tends to zero. The proof uses the continuity of the closed formula at $w=0$ and its agreement with the potential for $0<w<1$.

```lean
/-- At every fixed `r > 0` other than the node `r = 2`, the nonadditive potential tends to
`1/8` as `w` tends to `0` from above. -/
theorem tendsto_off_node {r : ℝ} (hr : 0 < r) (hr2 : r ≠ 2) :
    Tendsto (fun w => nonadditivePotential w r) (𝓝[>] 0) (𝓝 (1 / 8)) := by
  have hu : u2 r ≠ 0 := by
    have h : 1 - r / 2 ≠ 0 := fun h => hr2 (by linarith)
    exact div_ne_zero (mul_ne_zero (mul_ne_zero hr.ne' h) (Real.exp_ne_zero _))
      (by positivity)
  have hd : density 0 u1 u2 r ≠ 0 := by
    simpa [density] using hu
  have hdc : ContinuousAt (fun w => density w u1 u2 r) 0 := by
    unfold density
    fun_prop
  -- off the node the closed formula is continuous down to w = 0
  have hc : ContinuousAt (fun w =>
      (w * u1 r ^ 2 / 2 + (1 - w) * u2 r ^ 2 / 8) / density w u1 u2 r
      + w * (1 - w) * (u1 r * deriv u2 r - u2 r * deriv u1 r) ^ 2
        / (2 * density w u1 u2 r ^ 2)) 0 :=
    (ContinuousAt.div (by fun_prop) hdc hd).add
      (ContinuousAt.div (by fun_prop) (continuousAt_const.mul (hdc.pow 2))
        (mul_ne_zero two_ne_zero (pow_ne_zero 2 hd)))
  have hv : (0 * u1 r ^ 2 / 2 + (1 - 0) * u2 r ^ 2 / 8) / density 0 u1 u2 r
      + 0 * (1 - 0) * (u1 r * deriv u2 r - u2 r * deriv u1 r) ^ 2
        / (2 * density 0 u1 u2 r ^ 2) = 1 / 8 := by
    simp only [density, zero_mul, zero_div, zero_add, sub_zero, one_mul, add_zero]
    field_simp
  have ht := hc.tendsto.mono_left (nhdsWithin_le_nhds (s := Set.Ioi 0))
  rw [hv] at ht
  refine ht.congr' ?_
  filter_upwards [Ioo_mem_nhdsGT (zero_lt_one : (0 : ℝ) < 1)] with w hw
  exact (nonadditivePotential_eq hw.1 hw.2.le hr).symm

end

end EnsembleNodeBarrier
```

The limit is taken at each fixed $r$ separately, and no statement is made about where the maximum of $v$ lies at finite $w$. Linearising $u_2$ about its node suggests a barrier whose width shrinks like $\sqrt w$ while its height grows like $1/w$. For potential reconstruction, this non-interacting two-orbital model shows that a smooth, everywhere positive amplitude on $r>0$ can still require a very large local potential near the node of a dominant orbital.

```lean
#print axioms EnsembleNodeBarrier.nonadditivePotential_node
#print axioms EnsembleNodeBarrier.tendsto_node_atTop
#print axioms EnsembleNodeBarrier.tendsto_off_node
```

```
'EnsembleNodeBarrier.nonadditivePotential_node' depends on axioms: [propext, Classical.choice, Quot.sound]
'EnsembleNodeBarrier.tendsto_node_atTop' depends on axioms: [propext, Classical.choice, Quot.sound]
'EnsembleNodeBarrier.tendsto_off_node' depends on axioms: [propext, Classical.choice, Quot.sound]
```
